# A second-order shift of the pairing attraction rescales the BCS critical temperature by a constant factor at weak coupling

The critical temperature is taken to have the weak-coupling form T(λ) = A exp(−1/λ), with a fixed prefactor A > 0 and a dimensionless attraction λ. The declaration compares T(λ) with the temperature at the corrected coupling λ − cλ², where c is any fixed real number, and states that the ratio T(λ)/T(λ − cλ²) tends to exp(c) as λ tends to zero from above. Both the exponential formula and the form of the correction are assumed, and the value of c is not computed. The proof shows that for small positive λ the ratio equals exp(c/(1 − λc)), and then uses the continuity of this expression at λ = 0.

Lean 4 with Mathlib refuses this proof:

```lean
import Mathlib

open Set Filter Topology MeasureTheory

namespace GorkovMelikBarkhudarov

noncomputable section

/-- The weak-coupling critical temperature `A exp(-1/lam)` for a dimensionless attraction `lam`. -/
def criticalTemp (A lam : ℝ) : ℝ := A * Real.exp (-1 / lam)

/-- The attraction `lam` reduced at second order by an induced repulsion `c lam ^ 2`. -/
def correctedCoupling (c lam : ℝ) : ℝ := lam - lam ^ 2 * c

/-- A second-order reduction `c lam ^ 2` of the attraction divides the critical temperature by a
factor that tends to `exp c` at weak coupling. -/
theorem tendsto_temperature_ratio {A : ℝ} (hA : 0 < A) (c : ℝ) :
    Tendsto (fun lam => criticalTemp A lam / criticalTemp A (correctedCoupling c lam))
      (𝓝[>] 0) (𝓝 (Real.exp c)) := by
  have hc : ContinuousAt (fun l : ℝ => 1 - l * c) 0 := by fun_prop
  have ho : IsOpen {l : ℝ | 0 < 1 - l * c} := isOpen_lt (by fun_prop) (by fun_prop)
  have hpos : {l : ℝ | 0 < 1 - l * c} ∈ 𝓝 (0 : ℝ) := ho.mem_nhds (by simp)
  have hcont : ContinuousAt (fun l : ℝ => Real.exp (c / (1 - l * c))) 0 :=
    (continuousAt_const.div hc (by simp)).rexp
  have hlim := hcont.tendsto
  simp only [zero_mul, sub_zero, div_one] at hlim
  refine (hlim.mono_left nhdsWithin_le_nhds).congr' ?_
  -- for small positive coupling the ratio is exactly `exp (c / (1 - l c))`
  filter_upwards [self_mem_nhdsWithin, nhdsWithin_le_nhds hpos] with l hl hp
  have hl0 : l ≠ 0 := ne_of_gt hl
  have hp0 : 1 - l * c ≠ 0 := ne_of_gt hp
  rw [criticalTemp, criticalTemp, correctedCoupling, mul_div_mul_left _ _ hA.ne',
    ← Real.exp_sub, show l - l ^ 2 * c = l * (1 - l * c) by ring]
  congr 1
  field_simp <;> ring

end

end GorkovMelikBarkhudarov
```

Messages:

```
Try this:
  [apply] ring_nf
  
  The `ring` tactic failed to close the goal. Use `ring_nf` to obtain a normal form.
    
  Note that `ring` works primarily in *commutative* rings. If you have a noncommutative ring, abelian group or module, consider using `noncomm_ring`, `abel` or `module` instead.
Main.lean:19:35: error: unsolved goals
A : ℝ
hA : 0 < A
c : ℝ
hc : ContinuousAt (fun l => 1 - l * c) 0
ho : IsOpen {l | 0 < 1 - l * c}
hpos : {l | 0 < 1 - l * c} ∈ 𝓝 0
hcont : ContinuousAt (fun l => Real.exp (c / (1 - l * c))) 0
hlim : Tendsto (fun l => Real.exp (c / (1 - l * c))) (𝓝 0) (𝓝 (Real.exp c))
l : ℝ
hl : l ∈ Ioi 0
hp : 0 < 1 - l * c
hl0 : l ≠ 0
hp0 : 1 - l * c ≠ 0
⊢ c * l * (1 - c * l)⁻¹ = -1 + (1 - c * l)⁻¹
```

The error comes in the last step, where the two exponents must be shown equal: `c / (1 - l * c)` and the difference of `-1 / l` and `-1 / (l * (1 - l * c))`. `field_simp` was meant to clear all the denominators, but the goal that remains still contains `(1 - c * l)⁻¹`, even though `hp0` says that this factor is nonzero. The messages don't show why `field_simp` left it there.

The remaining equation is true, but proving it requires cancelling `1 - c * l` against its inverse. `ring` does not use `hp0` to do that, so it fails, and its fallback `ring_nf` only rearranges the goal. This is why Lean suggests `ring_nf` and then reports an unsolved goal.

The repair clears the denominators explicitly. `div_sub_div` combines the difference into one fraction, and `div_eq_div_iff` cross-multiplies the resulting equality of fractions. Both are given the required nonzero facts, built from `hl0` and `hp0`. What remains is a polynomial identity without division, which `ring` proves.

As a diff, the version that Lean accepts:

```diff
@@ -33,5 +33,7 @@
     ← Real.exp_sub, show l - l ^ 2 * c = l * (1 - l * c) by ring]
   congr 1
-  field_simp <;> ring
+  rw [div_sub_div _ _ hl0 (mul_ne_zero hl0 hp0),
+    div_eq_div_iff hp0 (mul_ne_zero hl0 (mul_ne_zero hl0 hp0))]
+  ring
 
 end
```
